# A one-dimensional harmonic oscillator in its ground state is found beyond its classical turning points with probability between 0.157 and 0.158

Take a particle in the potential $x^2/2$, in units where its mass, its frequency and $\hbar$ are all 1. A classical particle with energy $1/2$ turns back at $x=\pm1$. The quantum ground state has this same energy, but its position density $e^{-x^2}/\sqrt\pi$ is positive everywhere. How likely is the particle to be found at $|x|>1$?

The density has total probability one, because
$$\left(\int_{-\infty}^{\infty}e^{-x^2}dx\right)^2=\int_0^{2\pi}\!\!\int_0^\infty e^{-r^2}r\,dr\,d\theta=\pi .$$
Subtract the probability of $[-1,1]$. Since $e^{-x^2}$ is even, the two halves of that interval contribute equally, so
$$P=1-\frac{2}{\sqrt\pi}\,I,\qquad I=\int_0^1e^{-x^2}dx .$$

## The same number for every mass and frequency

Now let the mass $m$, the angular frequency $\omega$ and $\hbar$ be any positive numbers. The potential is $V(x)=m\omega^2x^2/2$. With the oscillator length $\ell=\sqrt{\hbar/(m\omega)}$, the ground state is
$$\psi(x)=\frac{e^{-x^2/(2\ell^2)}}{\sqrt{\sqrt\pi\,\ell}} .$$
The claim is that the probability of finding the particle where $V(x)>\hbar\omega/2$ is again $P$, and that $0.157<P<0.158$.

**Energy.** Differentiating twice gives
$$\psi'=-\frac{m\omega}{\hbar}x\,\psi,\qquad \psi''=\left(-\frac{m\omega}{\hbar}+\frac{m^2\omega^2}{\hbar^2}x^2\right)\psi .$$
Hence $-\frac{\hbar^2}{2m}\psi''=\frac{\hbar\omega}{2}\psi-\frac{m\omega^2x^2}{2}\psi$, which is the stationary Schrödinger equation with energy $\hbar\omega/2$.

**Forbidden region.** The condition $m\omega^2x^2/2>\hbar\omega/2$ is equivalent to $x^2>\hbar/(m\omega)=\ell^2$, that is, to $|x|>\ell$.

**Scaling.** Put $y=x/\ell$, so that $dx=\ell\,dy$. Then
$$\psi(x)^2dx=\frac{e^{-x^2/\ell^2}}{\sqrt\pi\,\ell}\,dx=\frac{e^{-y^2}}{\sqrt\pi}\,dy ,$$
and $|x|>\ell$ becomes $|y|>1$. This is the unit case, and $m$, $\omega$ and $\hbar$ have disappeared.

**Numerical value.** For $|t|\le1$, cut the exponential series after $t^5/5!$. The remaining terms are at most
$$\frac{|t|^6}{6!}\left(1+\frac17+\frac1{7^2}+\cdots\right)=\frac{7}{4320}|t|^6 .$$
With $t=-x^2$, integration over $[0,1]$ gives
$$\left|I-\left(1-\frac13+\frac1{10}-\frac1{42}+\frac1{216}-\frac1{1320}\right)\right|\le\frac{7}{4320\cdot13} .$$
The bracket is about $0.74673$ and the error bound about $0.00012$, so $0.7465<I<0.7470$. From $3.1415<\pi<3.1416$ one gets $1.7724<\sqrt\pi<1.7725$. Therefore $0.842<2I/\sqrt\pi<0.843$, and the bounds on $P$ follow.

In the harmonic approximation to molecular vibrations, each normal mode in its ground state has this probability of lying beyond its turning points. In the same approximation the modes do not exchange energy, so a classical trajectory given the energy $\hbar\omega/2$ in that mode never goes there.

## The oscillator and its forbidden region in Lean

```lean
import Mathlib

open MeasureTheory
open scoped Real

namespace OscillatorTunnelling

noncomputable section
```

The symbol `ℏ` is a real variable here, on the same footing as `m` and `ω`. The first definition is $\ell$.

```lean
/-- The oscillator length `√(ℏ/(mω))`, for positive mass, frequency and `ℏ`. -/
def oscLength (m ω ℏ : ℝ) : ℝ := Real.sqrt (ℏ / (m * ω))

/-- The harmonic potential `mω²x²/2`. -/
def potential (m ω x : ℝ) : ℝ := m * ω ^ 2 * x ^ 2 / 2
```

The wave function is real, so its square is the position density.

```lean
/-- The Gaussian ground-state wave function, for positive mass, frequency and `ℏ`. -/
def groundState (m ω ℏ x : ℝ) : ℝ :=
  Real.exp (-x ^ 2 / (2 * oscLength m ω ℏ ^ 2)) / Real.sqrt (Real.sqrt π * oscLength m ω ℏ)
```

The forbidden region is defined by comparing potential and energy, with no mention of turning points. The inequality is strict, so the turning points themselves are excluded; being two points, they carry no probability.

```lean
/-- The classically forbidden region at energy `E`: the potential exceeds `E`. -/
def forbidden (m ω E : ℝ) : Set ℝ := {x | E < potential m ω x}
```

"Tunnelling probability" means the weight of the density in this region. It is not a transmission coefficient through a barrier.

```lean
/-- The probability of finding the particle in the region forbidden at energy `ℏω/2`,
for positive mass, frequency and `ℏ`. -/
def tunnelProb (m ω ℏ : ℝ) : ℝ :=
  ∫ x in forbidden m ω (ℏ * ω / 2), groundState m ω ℏ x ^ 2
```

The definitions accept any real parameters. Positivity enters as the hypotheses `hm`, `hω` and `hh` of the theorems, and it makes the length positive.

```lean
variable {m ω ℏ : ℝ}

/-- The oscillator length is positive for positive mass, frequency and `ℏ`. -/
theorem oscLength_pos (hm : 0 < m) (hω : 0 < ω) (hh : 0 < ℏ) : 0 < oscLength m ω ℏ :=
  Real.sqrt_pos.mpr (by positivity)
```

## The Gaussian solves the Schrödinger equation

The next theorem says that the equation holds at every point $x$, with the second derivative written as `deriv (deriv ...)`. In the proof, `h1` is the formula for $\psi'$, `h2` turns it into an equality of functions, and `h3` differentiates once more by the product rule. The closing `field_simp` and `ring` collect the terms as above.

```lean
/-- For positive mass, frequency and `ℏ`, the Gaussian solves the stationary Schrödinger
equation of the oscillator with energy `ℏω/2`. -/
theorem groundState_schrodinger (hm : 0 < m) (hω : 0 < ω) (hh : 0 < ℏ) (x : ℝ) :
    -(ℏ ^ 2 / (2 * m)) * deriv (deriv (groundState m ω ℏ)) x
      + potential m ω x * groundState m ω ℏ x = ℏ * ω / 2 * groundState m ω ℏ x := by
  have hL : oscLength m ω ℏ ^ 2 = ℏ / (m * ω) := Real.sq_sqrt (by positivity)
  -- the first derivative is `-(mω/ℏ) y ψ(y)`
  have h1 : ∀ y, HasDerivAt (groundState m ω ℏ) (-(m * ω / ℏ) * y * groundState m ω ℏ y) y := by
    intro y
    have hi : HasDerivAt (fun z : ℝ => -z ^ 2 / (2 * oscLength m ω ℏ ^ 2))
        (-(m * ω / ℏ) * y) y :=
      (((hasDerivAt_pow 2 y).fun_neg).div_const _).congr_deriv (by
        rw [hL]
        simp only [Nat.cast_ofNat, Nat.reduceSub, pow_one]
        field_simp)
    exact (hi.exp.div_const _).congr_deriv (by simp only [groundState]; ring)
  have h2 : deriv (groundState m ω ℏ) = fun y => -(m * ω / ℏ) * y * groundState m ω ℏ y :=
    funext fun y => (h1 y).deriv
  have h3 : HasDerivAt (fun y => -(m * ω / ℏ) * y * groundState m ω ℏ y)
      (-(m * ω / ℏ) * groundState m ω ℏ x
        + -(m * ω / ℏ) * x * (-(m * ω / ℏ) * x * groundState m ω ℏ x)) x :=
    (((hasDerivAt_id' x).const_mul (-(m * ω / ℏ))).fun_mul (h1 x)).congr_deriv (by ring)
  rw [h2, h3.deriv]
  unfold potential
  field_simp
  ring
```

This establishes the energy of the state. That $\hbar\omega/2$ is the lowest level is the usual textbook fact behind the name `groundState`, and it is not needed for the probability.

## Turning points at one oscillator length

A point belongs to the forbidden region exactly when $\ell<|x|$. The proof replaces this by $\ell^2<x^2$, inserts $\ell^2=\hbar/(m\omega)$, and then cancels or restores the positive factor $\omega$.

```lean
/-- For positive mass, frequency and `ℏ`, the region forbidden at energy `ℏω/2` consists of the
points farther than one oscillator length from the origin. -/
theorem mem_forbidden_iff (hm : 0 < m) (hω : 0 < ω) (hh : 0 < ℏ) (x : ℝ) :
    x ∈ forbidden m ω (ℏ * ω / 2) ↔ oscLength m ω ℏ < |x| := by
  have hL : oscLength m ω ℏ ^ 2 = ℏ / (m * ω) := Real.sq_sqrt (by positivity)
  have hsq : oscLength m ω ℏ < |x| ↔ oscLength m ω ℏ ^ 2 < x ^ 2 := by
    rw [sq_lt_sq, abs_of_pos (oscLength_pos hm hω hh)]
  rw [hsq, hL, div_lt_iff₀ (mul_pos hm hω)]
  change ℏ * ω / 2 < m * ω ^ 2 * x ^ 2 / 2 ↔ _
  constructor
  · intro h
    have h' : ω * ℏ < ω * (x ^ 2 * (m * ω)) := by linarith
    exact lt_of_mul_lt_mul_left h' hω.le
  · intro h
    have h' := mul_lt_mul_of_pos_left h hω
    linarith
```

## Positions measured in oscillator lengths

For every measurable set $S$, the probability that $x/\ell$ lies in $S$ is the integral of $e^{-y^2}/\sqrt\pi$ over $S$. The step `hd` rewrites $\psi^2$ as $\ell^{-1}$ times the unit density at $x/\ell$. Indicator functions then turn both sides into integrals over the whole line, where `Measure.integral_comp_div` performs the substitution and supplies the factor $\ell$ that cancels $\ell^{-1}$.

```lean
/-- For positive mass, frequency and `ℏ`, the position measured in oscillator lengths has the
probability density `exp(-y²)/√π` in the ground state. -/
theorem prob_scaling (hm : 0 < m) (hω : 0 < ω) (hh : 0 < ℏ) {S : Set ℝ} (hS : MeasurableSet S) :
    ∫ x in {x | x / oscLength m ω ℏ ∈ S}, groundState m ω ℏ x ^ 2
      = ∫ y in S, Real.exp (-y ^ 2) / Real.sqrt π := by
  have hl := oscLength_pos hm hω hh
  have hl0 := hl.ne'
  have hd : ∀ x, groundState m ω ℏ x ^ 2 = (oscLength m ω ℏ)⁻¹ *
      (Real.exp (-(x / oscLength m ω ℏ) ^ 2) / Real.sqrt π) := by
    intro x
    have he : ((2 : ℕ) : ℝ) * (-x ^ 2 / (2 * oscLength m ω ℏ ^ 2))
        = -(x / oscLength m ω ℏ) ^ 2 := by
      push_cast
      field_simp
    unfold groundState
    rw [div_pow, Real.sq_sqrt (by positivity), ← Real.exp_nat_mul, he]
    field_simp
  have hT : MeasurableSet {x | x / oscLength m ω ℏ ∈ S} :=
    hS.preimage (measurable_id.div_const _)
  -- write both sides as integrals over the line and change variables
  rw [← integral_indicator hT, ← integral_indicator hS]
  have hf : Set.indicator {x | x / oscLength m ω ℏ ∈ S} (fun x => groundState m ω ℏ x ^ 2)
      = fun x => (oscLength m ω ℏ)⁻¹ *
        S.indicator (fun y => Real.exp (-y ^ 2) / Real.sqrt π) (x / oscLength m ω ℏ) := by
    funext x
    by_cases hx : x / oscLength m ω ℏ ∈ S
    · rw [Set.indicator_of_mem hx, Set.indicator_of_mem (by exact hx), hd]
    · rw [Set.indicator_of_notMem hx, Set.indicator_of_notMem (by exact hx), mul_zero]
  rw [hf, integral_const_mul, Measure.integral_comp_div, abs_of_pos hl, smul_eq_mul,
    inv_mul_cancel_left₀ hl0]
```

The total of the unit density comes from Mathlib's Gaussian integral.

```lean
/-- The density `exp(-y²)/√π` has total probability one. -/
theorem gaussian_total : ∫ y : ℝ, Real.exp (-y ^ 2) / Real.sqrt π = 1 := by
  have h := integral_gaussian 1
  simp only [neg_mul, one_mul, div_one] at h
  rw [integral_div, h, div_self (Real.sqrt_pos.mpr Real.pi_pos).ne']
```

Taking $S$ to be the whole line gives the normalisation of $\psi$.

```lean
/-- The ground state is normalised for positive mass, frequency and `ℏ`. -/
theorem groundState_normalized (hm : 0 < m) (hω : 0 < ω) (hh : 0 < ℏ) :
    ∫ x, groundState m ω ℏ x ^ 2 = 1 := by
  have h := prob_scaling hm hω hh MeasurableSet.univ
  simp only [Set.mem_univ, Set.ofPred_true, Measure.restrict_univ] at h
  rw [h, gaussian_total]
```

## The complement of the interval from −1 to 1

This is the opening computation. `hset` identifies $|y|>1$ as the complement of $[-1,1]$, `hneg` expresses evenness, and `hI` joins the two halves. `integral_add_compl` states that the integrals over the interval and its complement add up to the total.

```lean
/-- For the density `exp(-y²)/√π`, the probability of `|y| > 1` is one minus `2/√π` times the
integral of `exp(-y²)` over `[0,1]`. -/
theorem gaussian_outside : ∫ y in {y : ℝ | 1 < |y|}, Real.exp (-y ^ 2) / Real.sqrt π
    = 1 - 2 / Real.sqrt π * ∫ y in (0 : ℝ)..1, Real.exp (-y ^ 2) := by
  have h0 : Integrable (fun y : ℝ => Real.exp (-y ^ 2)) := by
    simpa using integrable_exp_neg_mul_sq (b := 1) one_pos
  have hc : Continuous (fun y : ℝ => Real.exp (-y ^ 2)) := by fun_prop
  have hset : {y : ℝ | 1 < |y|} = (Set.Icc (-1) 1)ᶜ := by
    ext y
    simp only [Set.mem_ofPred_eq, Set.mem_compl_iff, Set.mem_Icc, ← abs_le, not_le]
  -- the Gaussian is even
  have hneg : ∫ y in (-1 : ℝ)..0, Real.exp (-y ^ 2) = ∫ y in (0 : ℝ)..1, Real.exp (-y ^ 2) := by
    have h := intervalIntegral.integral_comp_neg (a := 0) (b := 1)
      (fun y : ℝ => Real.exp (-y ^ 2))
    simp only [neg_sq, neg_zero] at h
    exact h.symm
  have hI : ∫ y in Set.Icc (-1 : ℝ) 1, Real.exp (-y ^ 2) / Real.sqrt π
      = 2 / Real.sqrt π * ∫ y in (0 : ℝ)..1, Real.exp (-y ^ 2) := by
    rw [integral_Icc_eq_integral_Ioc, ← intervalIntegral.integral_of_le (by norm_num),
      intervalIntegral.integral_div, ← intervalIntegral.integral_add_adjacent_intervals
        (hc.intervalIntegrable (-1) 0) (hc.intervalIntegrable 0 1), hneg]
    ring
  have h := integral_add_compl (measurableSet_Icc : MeasurableSet (Set.Icc (-1 : ℝ) 1))
    (h0.div_const (Real.sqrt π))
  rw [hI, gaussian_total] at h
  rw [hset]
  linarith
```

## Enclosing the integral by two polynomials

`hP` integrates the Taylor polynomial with an extra term $c\,x^{12}$, where $c$ is left free. `hT` is the remainder estimate, taken from `Real.exp_bound` with six terms. Choosing $c=-7/4320$ gives a polynomial below $e^{-x^2}$ on $[0,1]$, and $c=7/4320$ gives one above it. Monotonicity of the integral turns these into the two bounds.

```lean
/-- The integral of `exp(-x²)` over `[0,1]` lies between 0.7465 and 0.7470. -/
theorem gaussian_integral_bounds : 0.7465 < ∫ x in (0 : ℝ)..1, Real.exp (-x ^ 2) ∧
    ∫ x in (0 : ℝ)..1, Real.exp (-x ^ 2) < 0.7470 := by
  have hP : ∀ c : ℝ, ∫ x in (0 : ℝ)..1,
      (1 - x ^ 2 + x ^ 4 / 2 - x ^ 6 / 6 + x ^ 8 / 24 - x ^ 10 / 120 + c * x ^ 12)
      = 1 - 1 / 3 + 1 / 10 - 1 / 42 + 1 / 216 - 1 / 1320 + c / 13 := by
    intro c
    rw [intervalIntegral.integral_eq_sub_of_hasDerivAt (f := fun x : ℝ => x - x ^ 3 / 3
      + x ^ 5 / 10 - x ^ 7 / 42 + x ^ 9 / 216 - x ^ 11 / 1320 + c * x ^ 13 / 13)
      (fun x _ => ?_) (Continuous.intervalIntegrable (by fun_prop) _ _)]
    · norm_num
    · exact (((((((hasDerivAt_id' x).fun_sub ((hasDerivAt_pow 3 x).div_const 3)).fun_add
        ((hasDerivAt_pow 5 x).div_const 10)).fun_sub ((hasDerivAt_pow 7 x).div_const 42)).fun_add
        ((hasDerivAt_pow 9 x).div_const 216)).fun_sub
        ((hasDerivAt_pow 11 x).div_const 1320)).fun_add
        (((hasDerivAt_pow 13 x).const_mul c).div_const 13)).congr_deriv (by
          simp only [Nat.cast_ofNat, Nat.reduceSub]
          ring)
  -- Taylor estimate of the exponential with remainder
  have hT : ∀ x ∈ Set.Icc (0 : ℝ) 1, |Real.exp (-x ^ 2) -
      (1 - x ^ 2 + x ^ 4 / 2 - x ^ 6 / 6 + x ^ 8 / 24 - x ^ 10 / 120)| ≤ 7 / 4320 * x ^ 12 := by
    intro x hx
    have hx1 : |-x ^ 2| ≤ 1 := by
      rw [abs_neg, abs_of_nonneg (sq_nonneg x)]
      exact pow_le_one₀ hx.1 hx.2
    have h := Real.exp_bound hx1 (n := 6) (by norm_num)
    have hs : ∑ k ∈ Finset.range 6, (-x ^ 2) ^ k / (k.factorial : ℝ)
        = 1 - x ^ 2 + x ^ 4 / 2 - x ^ 6 / 6 + x ^ 8 / 24 - x ^ 10 / 120 := by
      simp only [Finset.sum_range_succ, Finset.sum_range_zero, Nat.factorial]
      push_cast
      ring
    rw [hs] at h
    refine h.trans (le_of_eq ?_)
    rw [abs_neg, abs_of_nonneg (sq_nonneg x)]
    simp only [Nat.factorial, Nat.succ_eq_add_one]
    push_cast
    ring
  have hc : Continuous (fun x : ℝ => Real.exp (-x ^ 2)) := by fun_prop
  constructor
  · have hq : IntervalIntegrable (fun x : ℝ => 1 - x ^ 2 + x ^ 4 / 2 - x ^ 6 / 6 + x ^ 8 / 24
        - x ^ 10 / 120 + (-(7 / 4320)) * x ^ 12) volume 0 1 :=
      Continuous.intervalIntegrable (by fun_prop) _ _
    have h := intervalIntegral.integral_mono_on (zero_le_one' ℝ) hq (hc.intervalIntegrable 0 1)
      (fun x hx => show 1 - x ^ 2 + x ^ 4 / 2 - x ^ 6 / 6 + x ^ 8 / 24 - x ^ 10 / 120
        + (-(7 / 4320)) * x ^ 12 ≤ Real.exp (-x ^ 2) by linarith [(abs_le.mp (hT x hx)).1])
    rw [hP] at h
    norm_num at h ⊢
    linarith
  · have hq : IntervalIntegrable (fun x : ℝ => 1 - x ^ 2 + x ^ 4 / 2 - x ^ 6 / 6 + x ^ 8 / 24
        - x ^ 10 / 120 + (7 / 4320) * x ^ 12) volume 0 1 :=
      Continuous.intervalIntegrable (by fun_prop) _ _
    have h := intervalIntegral.integral_mono_on (zero_le_one' ℝ) (hc.intervalIntegrable 0 1) hq
      (fun x hx => show Real.exp (-x ^ 2) ≤ 1 - x ^ 2 + x ^ 4 / 2 - x ^ 6 / 6 + x ^ 8 / 24
        - x ^ 10 / 120 + (7 / 4320) * x ^ 12 by linarith [(abs_le.mp (hT x hx)).2])
    rw [hP] at h
    norm_num at h ⊢
    linarith
```

## The probability and its bounds

The first result is the formula $P=1-2I/\sqrt\pi$ for all positive $m$, $\omega$ and $\hbar$. Its proof writes the forbidden region as the set where $x/\ell$ satisfies $|y|>1$, then applies `prob_scaling` and `gaussian_outside`.

```lean
/-- For positive mass, frequency and `ℏ`, the ground-state tunnelling probability is one minus
`2/√π` times the integral of `exp(-x²)` over `[0,1]`. -/
theorem tunnelProb_eq (hm : 0 < m) (hω : 0 < ω) (hh : 0 < ℏ) :
    tunnelProb m ω ℏ = 1 - 2 / Real.sqrt π * ∫ x in (0 : ℝ)..1, Real.exp (-x ^ 2) := by
  have hl := oscLength_pos hm hω hh
  have hs : forbidden m ω (ℏ * ω / 2) = {x | x / oscLength m ω ℏ ∈ {y : ℝ | 1 < |y|}} := by
    ext x
    rw [mem_forbidden_iff hm hω hh]
    simp only [Set.mem_ofPred_eq, abs_div, abs_of_pos hl]
    rw [lt_div_iff₀ hl, one_mul]
  rw [tunnelProb, hs, prob_scaling hm hω hh
    (isOpen_lt continuous_const continuous_abs).measurableSet, gaussian_outside]
```

The second result combines that formula with the enclosure of $I$. `hlo` and `hhi` are the bounds on $\sqrt\pi$, and each half of the conclusion clears the positive denominator before comparing numbers.

```lean
/-- For positive mass, frequency and `ℏ`, the ground-state tunnelling probability lies strictly
between 0.157 and 0.158. -/
theorem tunnelProb_bounds (hm : 0 < m) (hω : 0 < ω) (hh : 0 < ℏ) :
    0.157 < tunnelProb m ω ℏ ∧ tunnelProb m ω ℏ < 0.158 := by
  obtain ⟨h1, h2⟩ := gaussian_integral_bounds
  have hp : 0 < Real.sqrt π := Real.sqrt_pos.mpr Real.pi_pos
  have hlo : 1.7724 < Real.sqrt π :=
    Real.lt_sqrt_of_sq_lt (by norm_num; linarith [Real.pi_gt_d4])
  have hhi : Real.sqrt π < 1.7725 :=
    (Real.sqrt_lt' (by norm_num)).mpr (by norm_num; linarith [Real.pi_lt_d4])
  rw [tunnelProb_eq hm hω hh, div_mul_eq_mul_div]
  constructor
  · have h : 2 * (∫ x in (0 : ℝ)..1, Real.exp (-x ^ 2)) / Real.sqrt π < 0.843 := by
      rw [div_lt_iff₀ hp]
      linarith
    linarith
  · have h : 0.842 < 2 * (∫ x in (0 : ℝ)..1, Real.exp (-x ^ 2)) / Real.sqrt π := by
      rw [lt_div_iff₀ hp]
      linarith
    linarith

end

end OscillatorTunnelling
```

Both results concern one particle in an exactly quadratic potential. Carrying the number over to a real bond requires the harmonic approximation, which none of the hypotheses supplies; anharmonicity changes both the density and the turning points.

```lean
#print axioms OscillatorTunnelling.groundState_schrodinger
-- 'OscillatorTunnelling.groundState_schrodinger' depends on axioms: [propext, Classical.choice, Quot.sound]
#print axioms OscillatorTunnelling.groundState_normalized
-- 'OscillatorTunnelling.groundState_normalized' depends on axioms: [propext, Classical.choice, Quot.sound]
#print axioms OscillatorTunnelling.tunnelProb_bounds
-- 'OscillatorTunnelling.tunnelProb_bounds' depends on axioms: [propext, Classical.choice, Quot.sound]
```
